# For exponential escape, the escape probability divided by the mean observed time is the rate at every positive cutoff

A guest molecule sits in a pocket of a porous crystal, such as a zeolite, and leaves it after a random time. To find the rate of leaving, one starts many simulations in the pocket and stops each at the escape or at a cutoff time $T$, whichever comes first. Runs that reach the cutoff without an escape are called censored. If an escape typically takes much longer than $T$, most runs are censored, and the few completed escapes all took less than $T$. Their average is therefore below $T$ however long the true residence time is.

The censored runs also carry information: each spent a time $T$ in the pocket without leaving. Suppose that the escape has a constant rate $k>0$, which describes a state that forgets how it was entered long before it is left. Then the probability of an escape before the cutoff, divided by the mean time observed per run with censored runs included, is exactly $k$. This bears on the estimation of rates from many short molecular dynamics runs, provided that a single exponential law describes the escape.

```lean
import Mathlib

open Set Filter Topology

namespace CensoredEscapeRate

noncomputable section
```

## Escape probability and observed time

Let $f(t)$ be the probability density of the escape time. The probability that a run escapes before the cutoff is

$$P(T)=\int_0^T f(t)\,dt .$$

In Lean the density is a function `f : ℝ → ℝ`, and $P(T)$ is `escapeProb f T`.

```lean
/-- The probability that a run with escape-time density `f` escapes before the cutoff `T`. -/
def escapeProb (f : ℝ → ℝ) (T : ℝ) : ℝ := ∫ t in (0 : ℝ)..T, f t
```

A run that escapes at $t<T$ is observed for a time $t$, and a censored run for a time $T$. The censored runs have probability $1-P(T)$, so the mean observed time is

$$O(T)=\int_0^T t f(t)\,dt+T\,\bigl(1-P(T)\bigr).$$

The integral is not divided by $P(T)$. It is the contribution of completed runs to the mean over all runs, and not the mean escape time among completed runs.

```lean
/-- The mean observed time of a run stopped at escape or at the cutoff `T`: completed runs
contribute their escape time, censored runs contribute `T`. -/
def observedTime (f : ℝ → ℝ) (T : ℝ) : ℝ :=
  (∫ t in (0 : ℝ)..T, t * f t) + T * (1 - escapeProb f T)
```

The exponential law of rate $k$ has the density $f(t)=k\,e^{-kt}$ for $t\ge 0$. The Lean function uses the same formula at negative times too, which is harmless because the integrals start at $0$. It also makes the density continuous on the whole line, as the general theorems below require of `f`. Those theorems do not require `f` to be non-negative or normalised, so they hold in particular for true probability densities that are continuous.

```lean
/-- The exponential escape-time density with rate `k`. -/
def exponentialDensity (k t : ℝ) : ℝ := k * Real.exp (-(k * t))
```

## Observed time accumulates at the survival probability

The fundamental theorem of calculus gives, for continuous $f$,

$$P'(T)=f(T).$$

`HasDerivAt (escapeProb f) (f T) T` says that the function `escapeProb f` has the derivative `f T` at the point `T`.

```lean
/-- For a continuous density, the escape probability grows with the cutoff at a rate given by
the density. -/
theorem hasDerivAt_escapeProb {f : ℝ → ℝ} (hf : Continuous f) (T : ℝ) :
    HasDerivAt (escapeProb f) (f T) T :=
  (hf.integral_hasStrictDerivAt 0 T).hasDerivAt
```

Now differentiate $O$. The integral contributes $T f(T)$, and the product rule applied to $T(1-P(T))$ contributes $1-P(T)-T f(T)$. The terms with $T f(T)$ cancel:

$$O'(T)=T f(T)+\bigl(1-P(T)\bigr)-T f(T)=1-P(T).$$

This is plausible physically: if the cutoff is moved from $T$ to $T+dT$, only runs still in the pocket are observed for longer. In the proof, `h1` is the derivative of the integral, `h2` is the product rule, and `ring` carries out the cancellation.

```lean
/-- For a continuous density, lengthening the cutoff adds observed time at a rate equal to the
probability that the run has not yet escaped. -/
theorem hasDerivAt_observedTime {f : ℝ → ℝ} (hf : Continuous f) (T : ℝ) :
    HasDerivAt (observedTime f) (1 - escapeProb f T) T := by
  have hc : Continuous (fun t : ℝ => t * f t) := by fun_prop
  have h1 : HasDerivAt (fun u : ℝ => ∫ t in (0 : ℝ)..u, t * f t) (T * f T) T :=
    (hc.integral_hasStrictDerivAt 0 T).hasDerivAt
  have h2 := (hasDerivAt_id' T).fun_mul ((hasDerivAt_escapeProb hf T).const_sub 1)
  -- the gain from new escapes cancels the loss of censored runs
  exact (h1.fun_add h2).congr_deriv (by ring)
```

At zero cutoff nothing has been observed, so $O(0)=0$. Integrating $O'$ gives

$$O(T)=\int_0^T\bigl(1-P(t)\bigr)\,dt .$$

The mean observed time is the area under the survival probability $1-P(t)$. The proof first notes that $P$ is continuous, being differentiable, so that the integrand is integrable. It then applies the fundamental theorem in its second form.

```lean
/-- For a continuous density, the mean observed time is the integral of the survival
probability up to the cutoff. -/
theorem observedTime_eq_integral {f : ℝ → ℝ} (hf : Continuous f) (T : ℝ) :
    observedTime f T = ∫ t in (0 : ℝ)..T, (1 - escapeProb f t) := by
  have hP : Continuous (escapeProb f) :=
    continuous_iff_continuousAt.2 fun t => (hasDerivAt_escapeProb hf t).continuousAt
  have h : ∫ t in (0 : ℝ)..T, (1 - escapeProb f t) = observedTime f T - observedTime f 0 :=
    intervalIntegral.integral_eq_sub_of_hasDerivAt
      (fun t _ => hasDerivAt_observedTime hf t)
      ((continuous_const.sub hP).intervalIntegrable 0 T)
  have h0 : observedTime f 0 = 0 := by simp [observedTime]
  rw [h, h0, sub_zero]
```

## Bounds when the rate varies in time

The hazard is the escape rate among runs that have not yet escaped, $f(t)/(1-P(t))$. Suppose that it stays between $a$ and $b$ up to the cutoff. Written without the division, this is

$$a\,\bigl(1-P(t)\bigr)\le f(t)\le b\,\bigl(1-P(t)\bigr),\qquad 0\le t\le T .$$

Integrating from $0$ to $T$ turns the middle term into $P(T)$ and the outer terms into multiples of $O(T)$:

$$a\,O(T)\le P(T)\le b\,O(T).$$

Whenever $O(T)>0$, the quotient $P(T)/O(T)$ therefore lies within the range of the hazard. This is useful when the rate drifts during a run, for instance while the molecule is still relaxing in the pocket. In Lean, `ha` and `hb` are the two pointwise bounds, `hO` writes a multiple of $O(T)$ as an integral, and `integral_mono_on` compares the integrals.

```lean
/-- If the escape density is continuous and lies between `a` and `b` times the survival
probability up to the cutoff `T ≥ 0`, then the escape probability lies between `a` and `b`
times the mean observed time. -/
theorem escapeProb_between_hazard_bounds {f : ℝ → ℝ} (hf : Continuous f) {a b T : ℝ}
    (hT : 0 ≤ T) (ha : ∀ t ∈ Icc 0 T, a * (1 - escapeProb f t) ≤ f t)
    (hb : ∀ t ∈ Icc 0 T, f t ≤ b * (1 - escapeProb f t)) :
    a * observedTime f T ≤ escapeProb f T ∧ escapeProb f T ≤ b * observedTime f T := by
  have hP : Continuous (escapeProb f) :=
    continuous_iff_continuousAt.2 fun t => (hasDerivAt_escapeProb hf t).continuousAt
  have hO : ∀ c : ℝ, c * observedTime f T = ∫ t in (0 : ℝ)..T, c * (1 - escapeProb f t) := by
    intro c
    rw [observedTime_eq_integral hf, intervalIntegral.integral_const_mul]
  have hi : ∀ c : ℝ, Continuous (fun t => c * (1 - escapeProb f t)) :=
    fun c => continuous_const.mul (continuous_const.sub hP)
  rw [hO a, hO b]
  exact ⟨intervalIntegral.integral_mono_on hT ((hi a).intervalIntegrable 0 T)
      (hf.intervalIntegrable 0 T) ha,
    intervalIntegral.integral_mono_on hT (hf.intervalIntegrable 0 T)
      ((hi b).intervalIntegrable 0 T) hb⟩
```

## The exponential law

The exponential density is continuous, so the results above apply to it.

```lean
/-- The exponential density is a continuous function of time. -/
theorem continuous_exponentialDensity (k : ℝ) : Continuous (exponentialDensity k) := by
  unfold exponentialDensity
  fun_prop
```

Its antiderivative is $-e^{-kt}$, and hence

$$P(T)=\int_0^T k\,e^{-kt}\,dt=-e^{-kT}+1=1-e^{-kT}.$$

The proof checks the antiderivative by the chain rule in `hd` and evaluates it at the two ends.

```lean
/-- For the exponential law, the probability of escape before the cutoff `T` is
`1 - exp(-kT)`. -/
theorem escapeProb_exponential (k T : ℝ) :
    escapeProb (exponentialDensity k) T = 1 - Real.exp (-(k * T)) := by
  have hd : ∀ t, HasDerivAt (fun u : ℝ => -Real.exp (-(k * u))) (exponentialDensity k t) t := by
    intro t
    have h := (((hasDerivAt_id' t).const_mul k).fun_neg.exp).fun_neg
    exact h.congr_deriv (by unfold exponentialDensity; ring)
  have h : escapeProb (exponentialDensity k) T
      = -Real.exp (-(k * T)) - -Real.exp (-(k * 0)) :=
    intervalIntegral.integral_eq_sub_of_hasDerivAt (fun t _ => hd t)
      ((continuous_exponentialDensity k).intervalIntegrable 0 T)
  rw [h, mul_zero, neg_zero, Real.exp_zero]
  ring
```

The survival probability is thus $e^{-kt}$, and the density is $k$ times the survival probability at every time. Integrating this equality gives

$$P(T)=\int_0^T k\,e^{-kt}\,dt=k\int_0^T\bigl(1-P(t)\bigr)\,dt=k\,O(T).$$

The Lean proof takes the same route: it replaces $O(T)$ by the survival integral, moves $k$ inside, and compares the integrands with `integral_congr`. The identity holds for all real $k$ and $T$.

```lean
/-- For the exponential law, the escape probability is the rate times the mean observed time. -/
theorem escapeProb_eq_rate_mul_observedTime (k T : ℝ) :
    escapeProb (exponentialDensity k) T = k * observedTime (exponentialDensity k) T := by
  rw [observedTime_eq_integral (continuous_exponentialDensity k) T,
    ← intervalIntegral.integral_const_mul]
  change ∫ t in (0 : ℝ)..T, exponentialDensity k t = _
  -- the exponential density is `k` times the survival probability at every time
  refine intervalIntegral.integral_congr fun t _ => ?_
  simp only [escapeProb_exponential, exponentialDensity]
  ring
```

To divide by $O(T)$, one needs to know that it is not zero. For $k>0$ and $T>0$ we have $e^{-kT}<1$, so

$$k\,O(T)=P(T)=1-e^{-kT}>0,$$

and therefore $O(T)>0$.

```lean
/-- For the exponential law with a positive rate, the mean observed time is positive at every
positive cutoff. -/
theorem observedTime_pos {k T : ℝ} (hk : 0 < k) (hT : 0 < T) :
    0 < observedTime (exponentialDensity k) T := by
  have hP : 0 < k * observedTime (exponentialDensity k) T := by
    rw [← escapeProb_eq_rate_mul_observedTime, escapeProb_exponential]
    have hneg : -(k * T) < 0 := neg_lt_zero.2 (mul_pos hk hT)
    have hexp := Real.exp_lt_one_iff.2 hneg
    linarith
  exact (mul_pos_iff_of_pos_left hk).1 hP
```

The division then gives

$$\frac{P(T)}{O(T)}=k .$$

The cutoff appears on the left and not on the right: a short cutoff lowers the escape probability and the mean observed time by the same factor.

```lean
/-- For an exponential escape time of rate `k > 0` and any cutoff `T > 0`, the escape
probability divided by the mean observed time, censored runs included, is exactly `k`. -/
theorem censored_rate_exact {k T : ℝ} (hk : 0 < k) (hT : 0 < T) :
    escapeProb (exponentialDensity k) T / observedTime (exponentialDensity k) T = k :=
  (div_eq_iff (observedTime_pos hk hT).ne').2 (escapeProb_eq_rate_mul_observedTime k T)
```

Take $k=0.1\ \mathrm{ns^{-1}}$, so that the mean residence time is $10\ \mathrm{ns}$, and stop the runs at $T=\ln 2/k\approx 6.93\ \mathrm{ns}$. Then $e^{-kT}=1/2$, half of the runs escape on average, and

$$O(T)=\frac{1-e^{-kT}}{k}=5\ \mathrm{ns},\qquad \frac{P(T)}{O(T)}=\frac{0.5}{5\ \mathrm{ns}}=0.1\ \mathrm{ns^{-1}}.$$

Of these $5\ \mathrm{ns}$, the censored runs contribute $\tfrac12\cdot 6.93\approx 3.47\ \mathrm{ns}$ and the completed runs the remaining $1.53\ \mathrm{ns}$. The mean escape time among completed runs is thus $1.53/0.5\approx 3.07\ \mathrm{ns}$. Its inverse, about $0.33\ \mathrm{ns^{-1}}$, is more than three times the true rate.

## Runs with different cutoffs

Simulations often end at different times, because some were given more computing time than others. Let run $i$ have its own fixed cutoff $T_i>0$. The expected number of escapes is $\sum_i P(T_i)$, and the expected total observed time is $\sum_i O(T_i)$. Since $P(T_i)=k\,O(T_i)$ for each run,

$$\frac{\sum_i P(T_i)}{\sum_i O(T_i)}=\frac{k\sum_i O(T_i)}{\sum_i O(T_i)}=k .$$

Add to the run of the example a second one with twice the cutoff. It has $P=0.75$ and $O=7.5\ \mathrm{ns}$, and the pooled quotient is $1.25/12.5\ \mathrm{ns}=0.1\ \mathrm{ns^{-1}}$ again.

In Lean the runs are the elements of a nonempty finite set `s`, and `T i` is the cutoff of run `i`. The cutoffs are given numbers, chosen without regard to how the runs turn out.

```lean
/-- For a nonempty finite set of runs with the same exponential rate `k > 0` and individual
positive cutoffs, the expected number of escapes divided by the expected total observed time
is exactly `k`. -/
theorem pooled_rate_exact {ι : Type*} {k : ℝ} (hk : 0 < k) (s : Finset ι) (hs : s.Nonempty)
    (T : ι → ℝ) (hT : ∀ i ∈ s, 0 < T i) :
    (∑ i ∈ s, escapeProb (exponentialDensity k) (T i)) /
      (∑ i ∈ s, observedTime (exponentialDensity k) (T i)) = k := by
  have hpos : 0 < ∑ i ∈ s, observedTime (exponentialDensity k) (T i) :=
    Finset.sum_pos (fun i hi => observedTime_pos hk (hT i hi)) hs
  rw [div_eq_iff hpos.ne', Finset.mul_sum]
  exact Finset.sum_congr rfl fun i _ => escapeProb_eq_rate_mul_observedTime k (T i)
```

One step remains between this theorem and a table of simulation results. The theorem divides one expected value by another, whereas an analysis divides a counted number of escapes by a measured total time. That measured quotient fluctuates, and its average over repeated sets of runs is in general not $k$. For independent runs with a common cutoff it approaches $k$ as their number grows, by the law of large numbers, which is used here as a known fact and was not part of the formal proof.

## A quotient independent of the cutoff implies the exponential law

Suppose conversely that a continuous density satisfies $P(T)=k\,O(T)$ for every $T>0$, with one constant $k$. At a single cutoff this would say little, since any law with $O(T)>0$ satisfies it for a suitable $k$. As it holds at all positive cutoffs, both sides can be differentiated at any $u>0$:

$$f(u)=k\,\bigl(1-P(u)\bigr).$$

The hazard is constant. Now consider $G(u)=\bigl(1-P(u)\bigr)e^{ku}$. For $u>0$,

$$G'(u)=-f(u)\,e^{ku}+k\,\bigl(1-P(u)\bigr)e^{ku}=0 .$$

By the mean value theorem on $[0,t]$, $G(t)=G(0)=1$. Hence $1-P(t)=e^{-kt}$, and

$$f(t)=k\,\bigl(1-P(t)\bigr)=k\,e^{-kt},\qquad t>0 .$$

In the proof, `hz` is the constant hazard. It uses the fact that the assumed identity holds in a whole neighbourhood of `u`, and that a function has only one derivative at a point. `hG` is the derivative of $G$ before simplification, and `exists_hasDerivAt_eq_slope` is the mean value theorem. That theorem needs the derivative only between the end points, so the constant hazard is never required at time $0$.

For the analysis of runs this means that, for a continuous density, a departure from the exponential law at positive times makes $P(T)/O(T)$ vary with the cutoff. Computing the quotient at several cutoffs is therefore a sensible check on the assumption of a single rate, within the statistical error of the data. The check covers only times up to the longest cutoff, because $P(T)$ and $O(T)$ do not depend on the density after $T$.

```lean
/-- If a continuous escape density gives an escape probability equal to `k` times the mean
observed time for every positive cutoff, then it is the exponential density of rate `k` at all
positive times. -/
theorem exponential_of_constant_rate {f : ℝ → ℝ} (hf : Continuous f) {k : ℝ}
    (h : ∀ T, 0 < T → escapeProb f T = k * observedTime f T) {t : ℝ} (ht : 0 < t) :
    f t = exponentialDensity k t := by
  -- differentiating the identity in the cutoff gives a constant hazard
  have hz : ∀ u, 0 < u → f u = k * (1 - escapeProb f u) := by
    intro u hu
    have hE : escapeProb f =ᶠ[𝓝 u] fun v => k * observedTime f v := by
      filter_upwards [Ioi_mem_nhds hu] with v hv
      exact h v hv
    exact (hasDerivAt_escapeProb hf u).unique
      (((hasDerivAt_observedTime hf u).const_mul k).congr_of_eventuallyEq hE)
  have hG : ∀ u, HasDerivAt (fun v => (1 - escapeProb f v) * Real.exp (k * v))
      (-f u * Real.exp (k * u) + (1 - escapeProb f u) * (Real.exp (k * u) * (k * 1))) u :=
    fun u => ((hasDerivAt_escapeProb hf u).const_sub 1).fun_mul
      (((hasDerivAt_id' u).const_mul k).exp)
  -- survival times `exp(kt)` therefore keeps its initial value
  obtain ⟨c, _, hc⟩ := exists_hasDerivAt_eq_slope
    (fun v => (1 - escapeProb f v) * Real.exp (k * v)) (fun _ => (0 : ℝ)) ht
    (fun u _ => (hG u).continuousAt.continuousWithinAt)
    (fun u hu => (hG u).congr_deriv (by
      linear_combination (-Real.exp (k * u)) * hz u hu.1))
  have hconst : (1 - escapeProb f t) * Real.exp (k * t)
      - (1 - escapeProb f 0) * Real.exp (k * 0) = 0 :=
    (div_eq_zero_iff.1 hc.symm).resolve_right (sub_pos.2 ht).ne'
  have h0 : (1 - escapeProb f 0) * Real.exp (k * 0) = 1 := by simp [escapeProb]
  have hone : (1 - escapeProb f t) * Real.exp (k * t) = 1 := by linarith
  rw [hz t ht, exponentialDensity, Real.exp_neg, eq_inv_of_mul_eq_one_left hone]

end

end CensoredEscapeRate
```

```lean
#print axioms CensoredEscapeRate.escapeProb_eq_rate_mul_observedTime
-- 'CensoredEscapeRate.escapeProb_eq_rate_mul_observedTime' depends on axioms: [propext, Classical.choice, Quot.sound]
#print axioms CensoredEscapeRate.censored_rate_exact
-- 'CensoredEscapeRate.censored_rate_exact' depends on axioms: [propext, Classical.choice, Quot.sound]
#print axioms CensoredEscapeRate.pooled_rate_exact
-- 'CensoredEscapeRate.pooled_rate_exact' depends on axioms: [propext, Classical.choice, Quot.sound]
#print axioms CensoredEscapeRate.exponential_of_constant_rate
-- 'CensoredEscapeRate.exponential_of_constant_rate' depends on axioms: [propext, Classical.choice, Quot.sound]
```
